# A high-frequency tail and a sum rule fix both parameters of the Gross–Kohn form

## The absorptive kernel and its conventions

Let $w>0$ be the frequency, and let

$$g(w)=\frac{a\,w}{(1+b\,w^2)^{5/4}},\qquad a\in\mathbb R,\quad b>0,$$

be the Gross–Kohn form for the imaginary part of the exchange-correlation kernel of the three-dimensional homogeneous electron gas, at long wavelength and fixed density. The sign convention is that of a retarded response with time factor $e^{-iwt}$. The pure number

$$I=\int_0^\infty \frac{du}{(1+u^2)^{5/4}}$$

is the area under the dimensionless profile.

## Two inputs from the electron gas

The first input is the tail $g(w)\simeq -c\,w^{-3/2}$ with $c>0$. It stands for absorption at high frequency, where the field excites several electron-hole pairs at once through the Coulomb interaction.

The second is the value $-D$ of $\int_0^\infty g(w)/w\,dw$. Causality ties it to two values of the kernel: if the kernel tends to a real constant $f_1$ at infinite frequency and has the static value $f_0$, the Kramers–Kronig relation at zero frequency reads

$$\frac{2}{\pi}\int_0^\infty\frac{g(w)}{w}\,dw=f_0-f_1,$$

so that $D=\tfrac{\pi}{2}(f_1-f_0)$. Gross and Kohn take $f_0$ from the compressibility of the gas and $f_1$ from the third frequency moment of its density response.

In time-dependent density functional theory, the Gross–Kohn local kernel takes its imaginary part from this fit, made separately at each density. The real part then follows from $f_1$ and the Kramers–Kronig relation at all frequencies.

## What is stated

For all $c,D>0$ there is exactly one pair $(a,b)$ with $b>0$ that has both the tail and the integral. It is

$$b=\Big(\frac{D}{cI}\Big)^{4/3},\qquad a=-c\,b^{5/4}.$$

Moreover, for $c>0$, a pair with the tail and the Kramers–Kronig relation exists if and only if $f_0<f_1$.

In Lean, `imKernel a b w` is $g(w)$, `profile` is the integrand of $I$, and `shapeIntegral` is $I$. The formulas for $a$ and $b$ are `fitA c D` and `fitB c D`. The theorem `existsUnique_parameters` quantifies over pairs `p : ℝ × ℝ`, with `p.1` as $a$ and `p.2` as $b$. The tail is a limit of $w^{3/2}g(w)$ along `atTop`, which means $w\to\infty$, and the integral runs over `Ioi 0`, the open half-line $(0,\infty)$. The second claim is `exists_iff_static_lt`.

The numbers $c$, $D$, $f_0$ and $f_1$ are arbitrary reals subject to the stated signs; any dependence on density plays no part. The form of $g$, the $w^{-3/2}$ law and the Kramers–Kronig relation are assumed and not derived from the electron gas. The real part of the kernel appears only through $f_0$ and $f_1$.

## Solving for the parameters

**The area is finite and positive.** Since $1+u^2\ge 1$, we have $(1+u^2)^{-5/4}\le(1+u^2)^{-1}$, and the Lorentzian on the right is integrable. The integrand is positive, so $I>0$.

**The tail.** For $w>0$ write $1+bw^2=w^2(b+w^{-2})$. Then

$$w^{3/2}g(w)=\frac{a\,w^{5/2}}{w^{5/2}(b+w^{-2})^{5/4}}=\frac{a}{(b+w^{-2})^{5/4}}\longrightarrow\frac{a}{b^{5/4}}.$$

The first condition is therefore $a=-c\,b^{5/4}$.

**The integral.** With $u=\sqrt b\,w$,

$$\int_0^\infty\frac{g(w)}{w}\,dw=a\int_0^\infty\frac{dw}{(1+bw^2)^{5/4}}=\frac{aI}{\sqrt b}.$$

The second condition is therefore $aI=-D\sqrt b$.

**Elimination.** Inserting $a$ gives $cI\,b^{5/4}=D\,b^{1/2}$. Division by $b^{1/2}>0$ leaves

$$cI\,b^{3/4}=D,$$

which has the single positive solution $b=(D/(cI))^{4/3}$, and $a$ follows. Conversely, these values give the tail coefficient $a/b^{5/4}=-c$ and the integral $aI/\sqrt b=-cI\,b^{3/4}=-D$.

**The sign of $f_1-f_0$.** If a pair satisfies the tail condition with $c>0$, then $a=-c\,b^{5/4}<0$. Hence $aI/\sqrt b<0$, and the Kramers–Kronig relation forces $f_0<f_1$. If $f_0<f_1$, then $D=\tfrac{\pi}{2}(f_1-f_0)$ is positive and the pair found above satisfies the relation.

## The Lean file

```lean
import Mathlib

open MeasureTheory Filter Topology Set

noncomputable section

namespace GrossKohnKernel

/-- The Gross-Kohn form `a w / (1 + b w²)^(5/4)` for the imaginary part of the exchange-correlation
kernel at frequency `w`, used for `b > 0`. -/
def imKernel (a b w : ℝ) : ℝ := a * w / (1 + b * w ^ 2) ^ (5 / 4 : ℝ)

/-- The dimensionless frequency profile `(1 + u²)^(-5/4)`. -/
def profile (u : ℝ) : ℝ := ((1 + u ^ 2) ^ (5 / 4 : ℝ))⁻¹

/-- The area under the dimensionless profile over positive frequencies. -/
def shapeIntegral : ℝ := ∫ u in Ioi (0 : ℝ), profile u

/-- The parameter `b` expressed through the tail coefficient `-c` and the sum-rule value `-D`, for
`c > 0` and `D > 0`. -/
def fitB (c D : ℝ) : ℝ := (D / (c * shapeIntegral)) ^ (4 / 3 : ℝ)

/-- The parameter `a` expressed through the tail coefficient `-c` and the sum-rule value `-D`, for
`c > 0` and `D > 0`. -/
def fitA (c D : ℝ) : ℝ := -c * fitB c D ^ (5 / 4 : ℝ)

/-- The dimensionless profile is positive at every frequency. -/
theorem profile_pos (u : ℝ) : 0 < profile u := by
  have h : 0 < 1 + u ^ 2 := by positivity
  exact inv_pos.mpr (Real.rpow_pos_of_pos h _)

/-- The dimensionless profile is integrable over positive frequencies. -/
theorem profile_integrable : IntegrableOn profile (Ioi 0) := by
  have hcont : Continuous profile := by
    unfold profile
    refine Continuous.inv₀ (Continuous.rpow_const (by fun_prop)
      (fun u => Or.inr (by norm_num))) (fun u => ?_)
    have h : 0 < 1 + u ^ 2 := by positivity
    exact (Real.rpow_pos_of_pos h _).ne'
  -- the profile lies below a Lorentzian
  refine (integrable_inv_one_add_sq.mono' hcont.aestronglyMeasurable
    (Eventually.of_forall fun u => ?_)).integrableOn
  rw [Real.norm_of_nonneg (profile_pos u).le, profile]
  apply inv_anti₀ (by positivity)
  calc 1 + u ^ 2 = (1 + u ^ 2) ^ (1 : ℝ) := (Real.rpow_one _).symm
    _ ≤ (1 + u ^ 2) ^ (5 / 4 : ℝ) :=
      Real.rpow_le_rpow_of_exponent_le (by nlinarith [sq_nonneg u]) (by norm_num)

/-- The area under the dimensionless profile is positive. -/
theorem shapeIntegral_pos : 0 < shapeIntegral := by
  have hsupp : Function.support profile = univ :=
    eq_univ_of_forall fun u => (profile_pos u).ne'
  rw [shapeIntegral, integral_pos_iff_support_of_nonneg
    (fun u => (profile_pos u).le) profile_integrable, hsupp]
  simp

/-- For `b > 0`, `w^(3/2)` times `imKernel a b w` tends to `a / b^(5/4)` as `w → ∞`. -/
theorem tail (a : ℝ) {b : ℝ} (hb : 0 < b) :
    Tendsto (fun w : ℝ => w ^ (3 / 2 : ℝ) * imKernel a b w) atTop
      (𝓝 (a / b ^ (5 / 4 : ℝ))) := by
  have h0 : Tendsto (fun w : ℝ => (w ^ 2)⁻¹) atTop (𝓝 0) :=
    tendsto_inv_atTop_zero.comp (tendsto_pow_atTop two_ne_zero)
  have hadd : Tendsto (fun w : ℝ => b + (w ^ 2)⁻¹) atTop (𝓝 b) := by
    simpa using h0.const_add b
  have hlim : Tendsto (fun w : ℝ => a / (b + (w ^ 2)⁻¹) ^ (5 / 4 : ℝ)) atTop
      (𝓝 (a / b ^ (5 / 4 : ℝ))) :=
    tendsto_const_nhds.div (hadd.rpow_const (Or.inl hb.ne'))
      (Real.rpow_pos_of_pos hb _).ne'
  refine Tendsto.congr' ?_ hlim
  filter_upwards [eventually_gt_atTop (0 : ℝ)] with w hw
  -- factor `w²` out of the denominator
  have h1 : w ^ (3 / 2 : ℝ) * w = w ^ (5 / 2 : ℝ) := by
    rw [← Real.rpow_add_one hw.ne']
    norm_num
  have h2 : (w ^ 2) ^ (5 / 4 : ℝ) = w ^ (5 / 2 : ℝ) := by
    rw [← Real.rpow_natCast w 2, ← Real.rpow_mul hw.le]
    norm_num
  have hw2 : w ^ 2 ≠ 0 := pow_ne_zero 2 hw.ne'
  have h3 : 1 + b * w ^ 2 = w ^ 2 * (b + (w ^ 2)⁻¹) := by
    rw [mul_add, mul_inv_cancel₀ hw2]
    ring
  have hQ : (b + (w ^ 2)⁻¹) ^ (5 / 4 : ℝ) ≠ 0 := by positivity
  have hR : w ^ (3 / 2 : ℝ) ≠ 0 := by positivity
  rw [imKernel, h3, Real.mul_rpow (by positivity) (by positivity), h2, ← h1]
  generalize (b + (w ^ 2)⁻¹) ^ (5 / 4 : ℝ) = Q at hQ ⊢
  generalize w ^ (3 / 2 : ℝ) = R at hR ⊢
  field_simp

/-- The frequency integral of `imKernel a b w / w` equals `a / √b` times the area under the
dimensionless profile. -/
theorem sum_rule (a : ℝ) {b : ℝ} (hb : 0 < b) :
    ∫ w in Ioi (0 : ℝ), imKernel a b w / w = a * shapeIntegral / √b := by
  have h : EqOn (fun w => imKernel a b w / w) (fun w => a * profile (√b * w)) (Ioi 0) := by
    intro w hw
    have hw0 : w ≠ 0 := (mem_Ioi.mp hw).ne'
    show imKernel a b w / w = a * profile (√b * w)
    rw [imKernel, profile, mul_pow, Real.sq_sqrt hb.le, div_right_comm, mul_div_assoc,
      div_self hw0, mul_one, div_eq_mul_inv]
  -- substitute `u = √b w`
  rw [setIntegral_congr_fun measurableSet_Ioi h, integral_const_mul,
    integral_comp_mul_left_Ioi profile 0 (Real.sqrt_pos.mpr hb), mul_zero, smul_eq_mul,
    shapeIntegral]
  ring

/-- The high-frequency tail `-c w^(-3/2)` and the sum-rule value `-D` hold together exactly
when `a` and `b` take the values `fitA c D` and `fitB c D`. -/
theorem conditions_iff {a b c D : ℝ} (hc : 0 < c) (hD : 0 < D) (hb : 0 < b) :
    (Tendsto (fun w : ℝ => w ^ (3 / 2 : ℝ) * imKernel a b w) atTop (𝓝 (-c)) ∧
      ∫ w in Ioi (0 : ℝ), imKernel a b w / w = -D) ↔ a = fitA c D ∧ b = fitB c D := by
  have hI := shapeIntegral_pos
  have hcI : 0 < c * shapeIntegral := mul_pos hc hI
  have hs : √b ≠ 0 := (Real.sqrt_pos.mpr hb).ne'
  have hP : b ^ (5 / 4 : ℝ) ≠ 0 := (Real.rpow_pos_of_pos hb _).ne'
  have hr : b ^ (5 / 4 : ℝ) = b ^ (3 / 4 : ℝ) * √b := by
    rw [Real.sqrt_eq_rpow, ← Real.rpow_add hb]
    norm_num
  rw [sum_rule a hb, div_eq_iff hs]
  constructor
  · rintro ⟨ht, hint⟩
    have ha : a = -c * b ^ (5 / 4 : ℝ) :=
      (div_eq_iff hP).mp (tendsto_nhds_unique (tail a hb) ht)
    -- eliminating `a` leaves one equation for `b^(3/4)`
    have hq : b ^ (3 / 4 : ℝ) = D / (c * shapeIntegral) := by
      rw [eq_div_iff hcI.ne']
      apply mul_right_cancel₀ hs
      linear_combination -hint + shapeIntegral * ha - c * shapeIntegral * hr
    have hbe : b = fitB c D := by
      rw [fitB, ← hq, ← Real.rpow_mul hb.le]
      norm_num
    exact ⟨by rw [fitA, ← hbe]; exact ha, hbe⟩
  · rintro ⟨ha, hbe⟩
    have ha' : a = -c * b ^ (5 / 4 : ℝ) := by rw [ha, fitA, ← hbe]
    have hq : b ^ (3 / 4 : ℝ) = D / (c * shapeIntegral) := by
      rw [hbe, fitB, ← Real.rpow_mul (div_pos hD hcI).le]
      norm_num
    have hq' := (eq_div_iff hcI.ne').mp hq
    refine ⟨?_, ?_⟩
    · have ht := tail a hb
      rwa [(div_eq_iff hP).mpr ha'] at ht
    · linear_combination shapeIntegral * ha' - c * shapeIntegral * hr - √b * hq'

/-- For all `c > 0` and `D > 0` exactly one pair `(a, b)` with `b > 0` gives a Gross-Kohn form with
the high-frequency tail `-c w^(-3/2)` and the sum-rule value `-D`. -/
theorem existsUnique_parameters {c D : ℝ} (hc : 0 < c) (hD : 0 < D) :
    ∃! p : ℝ × ℝ, 0 < p.2 ∧
      Tendsto (fun w : ℝ => w ^ (3 / 2 : ℝ) * imKernel p.1 p.2 w) atTop (𝓝 (-c)) ∧
      ∫ w in Ioi (0 : ℝ), imKernel p.1 p.2 w / w = -D := by
  have hB : 0 < fitB c D :=
    Real.rpow_pos_of_pos (div_pos hD (mul_pos hc shapeIntegral_pos)) _
  refine ⟨(fitA c D, fitB c D), ⟨hB, (conditions_iff hc hD hB).mpr ⟨rfl, rfl⟩⟩, ?_⟩
  rintro ⟨a, b⟩ ⟨hb, h⟩
  obtain ⟨h1, h2⟩ := (conditions_iff hc hD hb).mp h
  exact Prod.ext h1 h2

/-- For a tail `-c w^(-3/2)` with `c > 0`, a Gross-Kohn kernel obeying the Kramers-Kronig sum
rule with static value `f₀` and infinite-frequency value `f₁` exists exactly when `f₀ < f₁`. -/
theorem exists_iff_static_lt {c f₀ f₁ : ℝ} (hc : 0 < c) :
    (∃ a b : ℝ, 0 < b ∧
      Tendsto (fun w : ℝ => w ^ (3 / 2 : ℝ) * imKernel a b w) atTop (𝓝 (-c)) ∧
      2 / Real.pi * ∫ w in Ioi (0 : ℝ), imKernel a b w / w = f₀ - f₁) ↔ f₀ < f₁ := by
  have hpi := Real.pi_pos
  constructor
  · rintro ⟨a, b, hb, ht, hint⟩
    have hP : 0 < b ^ (5 / 4 : ℝ) := Real.rpow_pos_of_pos hb _
    have ha : a = -c * b ^ (5 / 4 : ℝ) :=
      (div_eq_iff hP.ne').mp (tendsto_nhds_unique (tail a hb) ht)
    -- the tail forces `a < 0`, hence a negative sum rule
    have ha0 : a < 0 := by
      rw [ha]
      exact mul_neg_of_neg_of_pos (neg_lt_zero.mpr hc) hP
    rw [sum_rule a hb] at hint
    have h1 : a * shapeIntegral / √b < 0 :=
      div_neg_of_neg_of_pos (mul_neg_of_neg_of_pos ha0 shapeIntegral_pos)
        (Real.sqrt_pos.mpr hb)
    have h2 := mul_neg_of_pos_of_neg (div_pos two_pos hpi) h1
    linarith
  · intro hf
    have hD : 0 < Real.pi / 2 * (f₁ - f₀) :=
      mul_pos (half_pos hpi) (sub_pos.mpr hf)
    obtain ⟨p, ⟨hb, ht, hint⟩, _⟩ := existsUnique_parameters hc hD
    refine ⟨p.1, p.2, hb, ht, ?_⟩
    rw [hint]
    have h1 : 2 / Real.pi * (Real.pi / 2) = 1 := by field_simp
    linear_combination (f₀ - f₁) * h1

end GrossKohnKernel
```

```lean
#print axioms GrossKohnKernel.existsUnique_parameters
#print axioms GrossKohnKernel.exists_iff_static_lt
```

```
'GrossKohnKernel.existsUnique_parameters' depends on axioms: [propext, Classical.choice, Quot.sound]
'GrossKohnKernel.exists_iff_static_lt' depends on axioms: [propext, Classical.choice, Quot.sound]
```

## How the proof follows the calculation

`profile_integrable` carries out the Lorentzian comparison: `integrable_inv_one_add_sq` supplies the integrable bound, and monotonicity of the power in its exponent gives the inequality. `shapeIntegral_pos` then uses the fact that a nonnegative integrable function has a positive integral when its support has positive measure; here the support is the whole line.

In `tail`, the limit `hlim` is proved first for the simplified expression $a/(b+w^{-2})^{5/4}$. `Tendsto.congr'` carries it over to $w^{3/2}g(w)$, because the two agree for all $w>0$. The facts `h1`, `h2` and `h3` are the power identities and the factorisation used by hand, and `field_simp` cancels the common factors.

For $b>0$, `sum_rule` rewrites $g(w)/w$ as $a$ times the profile at $\sqrt b\,w$, and `integral_comp_mul_left_Ioi` performs the substitution.

`conditions_iff`, which assumes that $b$, $c$ and $D$ are positive, contains the elimination. Uniqueness of limits turns the tail condition into $a=-c\,b^{5/4}$. The identity `hr`, $b^{5/4}=b^{3/4}\sqrt b$, allows $\sqrt b$ to be cancelled, which gives the equation `hq` for $b^{3/4}$. Raising it to the power $4/3$ yields `fitB c D`. The reverse direction substitutes the formulas back, with `linear_combination` checking the algebra.

`existsUnique_parameters` adds that `fitB c D` is positive, and reads existence and uniqueness off the two directions of `conditions_iff`. `exists_iff_static_lt` follows the sign argument in one direction, and in the other applies the existence result with $D=\tfrac{\pi}{2}(f_1-f_0)$.
